# A small enough displacement of one particle preserves the strict ordering of finitely many particles on a ring

Finitely many particles on a ring of circumference `π` have real coordinates that strictly increase with the particle's label, any two of them differing by less than `π`. The lemma says that if one particle `k` is moved to any position `t` close enough to `x k`, the others staying fixed, the configuration is still ordered in this sense. It concerns positions only; no Hamiltonian or wavefunction enters. The attempt first shows that each coordinate of the changed configuration depends continuously on `t`, then uses this to keep each strict inequality true near `x k`, for all of the finitely many pairs at once.

In Lean, a first try:

```lean
import Mathlib

open Finset Real Filter Topology

namespace Eventually

noncomputable section

variable {N : ℕ}

/-- The particles are ordered along a ring of circumference `π`, and any two of them are
less than one circumference apart. -/
def Ordered (x : Fin N → ℝ) : Prop :=
  ∀ i j, i < j → x i < x j ∧ x j < x i + π

lemma Ordered.eventually {x : Fin N → ℝ} (hx : Ordered x) (k : Fin N) :
    ∀ᶠ t in 𝓝 (x k), Ordered (Function.update x k t) := by
  have hc : ∀ j, Continuous fun t => Function.update x k t j := fun j =>
    (continuous_apply j).comp (continuous_const.update k continuous_id)
  unfold Ordered
  refine eventually_all.2 fun i => eventually_all.2 fun j => eventually_all.2 fun hij => ?_
  exact ((hc i).continuousAt.eventually_lt (hc j).continuousAt
    (by simpa using (hx i j hij).1)).and
    ((hc j).continuousAt.eventually_lt ((hc i).add continuous_const).continuousAt
    (by simpa using (hx i j hij).2))

end

end Eventually
```

Lean reports:

```
Main.lean:19:4: error: Type mismatch
  Continuous.comp (continuous_apply j) (Continuous.update continuous_const k continuous_id)
has type
  Continuous[?m.41 k, ?m.41 j] ((fun p => p j) ∘ fun a => Function.update ?m.36 k (id a))
but is expected to have type
  Continuous fun t => Function.update x k t j
```

Cause. The error lies in `hc`, the continuity of each coordinate. The attempt composes the continuity of `Function.update` with that of evaluation at `j`. Mathlib states both for functions whose value type may vary with the index. In the message the composite's topologies are still `?m.41 k` and `?m.41 j`, members of an undetermined family, and the configuration being updated is the unknown `?m.36`. Lean did not manage to match this type with the expected one, in which the configuration is `x` and the values are real. The mathematical claim is sound.

The repair does without the composition and proves the claim by cases. If `j = k`, `Function.update_self` reduces the coordinate to `t`, and `continuous_id` applies. Otherwise `Function.update_of_ne h` reduces it to the fixed number `x j`, and `continuous_const` applies. In neither case is there an indexed family left to infer. The rest of the proof is unchanged.

The repair, with which the file compiles:

```diff
@@ -16,6 +16,12 @@
 lemma Ordered.eventually {x : Fin N → ℝ} (hx : Ordered x) (k : Fin N) :
     ∀ᶠ t in 𝓝 (x k), Ordered (Function.update x k t) := by
-  have hc : ∀ j, Continuous fun t => Function.update x k t j := fun j =>
-    (continuous_apply j).comp (continuous_const.update k continuous_id)
+  have hc : ∀ j, Continuous fun t => Function.update x k t j := by
+    intro j
+    by_cases h : j = k
+    · subst h
+      simp only [Function.update_self]
+      exact continuous_id
+    · simp only [Function.update_of_ne h]
+      exact continuous_const
   unfold Ordered
   refine eventually_all.2 fun i => eventually_all.2 fun j => eventually_all.2 fun hij => ?_
```
